# Strict error bounds for Boltzmann statistics in a parabolic band

In a lightly doped semiconductor the chemical potential $\mu$ lies well below the conduction band edge $E_c$, and the electron density is commonly computed with Boltzmann factors in place of Fermi occupations. As the donor concentration rises, $\mu$ approaches the edge and the replacement becomes doubtful. How large is its error at a given $\mu$?

Measure energies from the band edge in units of $k_BT$, so that $x=(E-E_c)/k_BT$ and $\eta=(\mu-E_c)/k_BT$. For non-interacting electrons in a three-dimensional parabolic band, the density is $N_c F(\eta)$, where $N_c$ is the effective density of states and

$$F(\eta)=\frac{2}{\sqrt\pi}\int_0^\infty\frac{\sqrt x}{1+e^{x-\eta}}\,dx .$$

Boltzmann statistics replaces $F(\eta)$ by $e^\eta$. The band is taken to extend to infinite energy. Error bounds of this kind help a device simulation decide where Boltzmann statistics is adequate, within this parabolic, non-interacting model.

The problems treat a density of states proportional to $x^j$ with real $j>-1$, the condition that makes the number of states near the band edge finite. Parabolic bands in one, two and three dimensions have $j=-\tfrac12,\,0,\,\tfrac12$.

The definitions and proofs are in Lean 4 with Mathlib.

```lean
import Mathlib

open MeasureTheory Set Filter Topology

namespace DegenerateCarrierStatistics

noncomputable section
```

The Fermi integral of order $j$ is $F_j(\eta)=\frac{1}{\Gamma(j+1)}\int_0^\infty \frac{x^j}{1+e^{x-\eta}}dx$. In Lean, `Ioi (0 : ℝ)` is the range $x>0$, and `x ^ j` is a real power.

```lean
/-- The Fermi integral of order `j`, normalised by `Γ(j+1)`, at reduced chemical potential `η`;
its domain is `j > -1`. -/
def fermiIntegral (j η : ℝ) : ℝ :=
  (∫ x in Ioi (0 : ℝ), x ^ j / (1 + Real.exp (x - η))) / Real.Gamma (j + 1)
```

The integral $F(\eta)$ has its own definition, with the square root and the prefactor as a physicist writes them.

```lean
/-- The Fermi integral for a three-dimensional parabolic band, whose density of states
grows as the square root of the energy. -/
def carrierIntegral (η : ℝ) : ℝ :=
  2 / Real.sqrt Real.pi * ∫ x in Ioi (0 : ℝ), Real.sqrt x / (1 + Real.exp (x - η))
```

Expanding in the fugacity $e^\eta$ gives the partial sums

$$S_n=\sum_{k=0}^{n-1}(-1)^k\frac{e^{(k+1)\eta}}{(k+1)^{j+1}} .$$

Here $n$ counts the terms, so $S_0=0$.

```lean
/-- The first `n` terms of the expansion of the Fermi integral in powers of `exp η`;
its domain is `j > -1`. -/
def fugacitySum (j η : ℝ) (n : ℕ) : ℝ :=
  ∑ k ∈ Finset.range n,
    (-1 : ℝ) ^ k * (Real.exp (((k : ℝ) + 1) * η) / ((k : ℝ) + 1) ^ (j + 1))
```

Two auxiliary quantities carry the argument. The first is the occupied density of states with $n$ extra Boltzmann factors,

$$w_n(x)=\frac{x^j e^{n(\eta-x)}}{1+e^{x-\eta}} .$$

```lean
/-- The density of states `x ^ j` times the Fermi occupation, weighted by the `n`-th power of
the Boltzmann factor `exp (η - x)`. -/
def weightedOccupation (j η : ℝ) (n : ℕ) (x : ℝ) : ℝ :=
  x ^ j * Real.exp ((n : ℝ) * (η - x)) / (1 + Real.exp (x - η))
```

The second is its normalised integral, $R_n=\frac{1}{\Gamma(j+1)}\int_0^\infty w_n(x)\,dx$.

```lean
/-- The integral of the weighted occupation over all energies `x > 0`, normalised by `Γ(j+1)`;
its domain is `j > -1`. -/
def remainder (j η : ℝ) (n : ℕ) : ℝ :=
  (∫ x in Ioi (0 : ℝ), weightedOccupation j η n x) / Real.Gamma (j + 1)
```

## (a) Neighbouring weighted occupations

Show that two consecutive weighted occupations add up to a term without a Fermi denominator:

$$w_n(x)+w_{n+1}(x)=x^j e^{(n+1)(\eta-x)} .$$

Take out the common factor:

$$w_n+w_{n+1}=x^j e^{n(\eta-x)}\,\frac{1+e^{\eta-x}}{1+e^{x-\eta}} .$$

Since $1+e^{\eta-x}=e^{\eta-x}(e^{x-\eta}+1)$, the fraction equals $e^{\eta-x}$, which gives the claim.

In Lean, `h` states $e^{x-\eta}e^{\eta-x}=1$ and `h2` splits off one Boltzmann factor. After the denominator is cleared, `linear_combination` finishes the algebra.

```lean
/-- Two consecutive weighted occupations add up to a pure Boltzmann factor times the
density of states. -/
theorem weightedOccupation_add (j η : ℝ) (n : ℕ) (x : ℝ) :
    weightedOccupation j η n x + weightedOccupation j η (n + 1) x
      = x ^ j * Real.exp (((n : ℝ) + 1) * (η - x)) := by
  have h : Real.exp (x - η) * Real.exp (η - x) = 1 := by
    rw [← Real.exp_add, show x - η + (η - x) = 0 by ring, Real.exp_zero]
  have h2 : Real.exp (((n : ℝ) + 1) * (η - x))
      = Real.exp ((n : ℝ) * (η - x)) * Real.exp (η - x) := by
    rw [← Real.exp_add]
    congr 1
    ring
  have hd : 1 + Real.exp (x - η) ≠ 0 := by positivity
  simp only [weightedOccupation, Nat.cast_add, Nat.cast_one]
  rw [h2, ← add_div, div_eq_iff hd]
  linear_combination (-(x ^ j * Real.exp ((n : ℝ) * (η - x)))) * h
```

## (b) Moments of the Boltzmann factor

For $j>-1$ and $c>0$, evaluate the integral of the density of states against a Boltzmann factor:

$$\int_0^\infty x^j e^{c(\eta-x)}dx=\Gamma(j+1)\,\frac{e^{c\eta}}{c^{\,j+1}} .$$

Pull out $e^{c\eta}$ and substitute $t=cx$:

$$e^{c\eta}\int_0^\infty x^je^{-cx}dx=\frac{e^{c\eta}}{c^{\,j+1}}\int_0^\infty t^je^{-t}dt .$$

The last integral is $\Gamma(j+1)$. Mathlib already has the integral after the constant is removed; the `calc` block removes it.

```lean
/-- For `j > -1` and `c > 0`, the density of states `x ^ j` integrated against the Boltzmann
factor `exp (c (η - x))` gives `Γ(j+1) exp (c η) / c ^ (j+1)`. -/
theorem boltzmann_moment {j c : ℝ} (hj : -1 < j) (hc : 0 < c) (η : ℝ) :
    ∫ x in Ioi (0 : ℝ), x ^ j * Real.exp (c * (η - x))
      = Real.Gamma (j + 1) * (Real.exp (c * η) / c ^ (j + 1)) := by
  have h := Real.integral_rpow_mul_exp_neg_mul_Ioi (a := j + 1) (r := c) (by linarith) hc
  simp only [add_sub_cancel_right] at h
  calc ∫ x in Ioi (0 : ℝ), x ^ j * Real.exp (c * (η - x))
      = ∫ x in Ioi (0 : ℝ), Real.exp (c * η) * (x ^ j * Real.exp (-(c * x))) := by
        congr 1
        ext x
        rw [show c * (η - x) = c * η + -(c * x) by ring, Real.exp_add]
        ring
    _ = _ := by
        rw [integral_const_mul, h, one_div, Real.inv_rpow hc.le]
        ring
```

## (c) Convergence of the integrals

Show that, for $j>-1$, every weighted occupation has a finite integral:

$$\int_0^\infty |w_n(x)|\,dx<\infty .$$

For $x>0$ both $w_n$ and $w_{n+1}$ are positive, so part (a) gives $0<w_n(x)<x^je^{(n+1)(\eta-x)}$. The right-hand side has a finite integral by part (b) with $c=n+1$.

The Lean proof obtains integrability of this upper bound indirectly. Mathlib gives a non-integrable function the integral zero, whereas part (b) gives a positive value, so the function must be integrable. `Integrable.mono'` then performs the comparison.

```lean
/-- For `j > -1` the weighted occupation is integrable over the energies `x > 0`. -/
theorem weightedOccupation_integrable {j : ℝ} (hj : -1 < j) (η : ℝ) (n : ℕ) :
    IntegrableOn (weightedOccupation j η n) (Ioi 0) := by
  have hc : (0 : ℝ) < (n : ℝ) + 1 := by positivity
  have hΓ : 0 < Real.Gamma (j + 1) := Real.Gamma_pos_of_pos (by linarith)
  -- the density of states times the Boltzmann factor is integrable, since its integral is not zero
  have hB : Integrable (fun x : ℝ => x ^ j * Real.exp (((n : ℝ) + 1) * (η - x)))
      (volume.restrict (Ioi 0)) := by
    by_contra h
    have h0 := integral_undef h
    rw [boltzmann_moment hj hc] at h0
    have : 0 < Real.Gamma (j + 1) *
        (Real.exp (((n : ℝ) + 1) * η) / ((n : ℝ) + 1) ^ (j + 1)) := by positivity
    exact this.ne' h0
  refine Integrable.mono' hB ?_ ?_
  · have hm : Measurable (weightedOccupation j η n) := by
      unfold weightedOccupation
      fun_prop
    exact hm.aestronglyMeasurable
  · refine (ae_restrict_iff' measurableSet_Ioi).2 (Eventually.of_forall fun x hx => ?_)
    have hx' : 0 < x := hx
    have h1 : 0 ≤ weightedOccupation j η n x := by unfold weightedOccupation; positivity
    have h2 : 0 ≤ weightedOccupation j η (n + 1) x := by unfold weightedOccupation; positivity
    rw [Real.norm_of_nonneg h1, ← weightedOccupation_add]
    linarith
```

## (d) The sign of the remainders

Show that, for $j>-1$ and all $\eta$ and $n$,

$$R_n>0 .$$

The integrand $w_n$ is positive at every $x>0$ and integrable by part (c), so its integral is positive. Dividing by $\Gamma(j+1)>0$ preserves the sign. Lean expresses the first step through the support of $w_n$, the set where it is non-zero: this contains the whole half-line, which has positive measure.

```lean
/-- For `j > -1` every remainder is strictly positive. -/
theorem remainder_pos {j : ℝ} (hj : -1 < j) (η : ℝ) (n : ℕ) : 0 < remainder j η n := by
  have hp : ∀ x ∈ Ioi (0 : ℝ), 0 < weightedOccupation j η n x := by
    intro x hx
    have hx' : 0 < x := hx
    unfold weightedOccupation
    positivity
  have hs : Function.support (weightedOccupation j η n) ∩ Ioi 0 = Ioi 0 :=
    inter_eq_right.2 (fun x hx => Function.mem_support.2 (hp x hx).ne')
  refine div_pos ?_ (Real.Gamma_pos_of_pos (by linarith))
  rw [setIntegral_pos_iff_support_of_nonneg_ae
    ((ae_restrict_iff' measurableSet_Ioi).2 (Eventually.of_forall fun x hx => (hp x hx).le))
    (weightedOccupation_integrable hj η n),
    hs, Real.volume_Ioi]
  exact ENNReal.zero_lt_top
```

## (e) Neighbouring remainders

Show that, for $j>-1$, two consecutive remainders add up to the magnitude of a single term of the expansion:

$$R_n+R_{n+1}=\frac{e^{(n+1)\eta}}{(n+1)^{j+1}} .$$

Integrate the identity of part (a) over $x>0$; part (c) permits splitting the integral of the sum. Part (b) with $c=n+1$ gives $\Gamma(j+1)\,e^{(n+1)\eta}/(n+1)^{j+1}$, and the normalisation cancels the Gamma function. The Lean proof takes the same steps, with `integral_add` joining the two integrals.

```lean
/-- For `j > -1`, two consecutive remainders add up to one term of the fugacity expansion,
taken without its sign. -/
theorem remainder_add {j : ℝ} (hj : -1 < j) (η : ℝ) (n : ℕ) :
    remainder j η n + remainder j η (n + 1)
      = Real.exp (((n : ℝ) + 1) * η) / ((n : ℝ) + 1) ^ (j + 1) := by
  have hΓ : Real.Gamma (j + 1) ≠ 0 := (Real.Gamma_pos_of_pos (by linarith)).ne'
  unfold remainder
  rw [← add_div, ← integral_add (weightedOccupation_integrable hj η n)
    (weightedOccupation_integrable hj η (n + 1))]
  simp only [weightedOccupation_add]
  rw [boltzmann_moment hj (by positivity), mul_div_cancel_left₀ _ hΓ]
```

## (f) The error after any number of terms

Show that, for $j>-1$, every real $\eta$ and every $n\ge 0$, the error of $S_n$ has the sign of the first omitted term and is smaller in magnitude:

$$0<(-1)^n\bigl(F_j(\eta)-S_n\bigr)<\frac{e^{(n+1)\eta}}{(n+1)^{j+1}} .$$

First prove $F_j-S_n=(-1)^nR_n$ by induction. For $n=0$ the sum is empty and $w_0$ is the integrand of the Fermi integral, so $F_j=R_0$. For the next step, part (e) says that the new term in $S_{n+1}$ is $(-1)^n(R_n+R_{n+1})$. Hence

$$F_j-S_{n+1}=(-1)^nR_n-(-1)^n(R_n+R_{n+1})=(-1)^{n+1}R_{n+1}.$$

Multiplying the error by $(-1)^n$ therefore leaves $R_n$, which is positive by part (d). Since $R_{n+1}$ is positive too, $R_n<R_n+R_{n+1}$, which is the upper bound. In Lean, `key` is the induction, and the last two lines use the positivity of the two remainders.

The smallest case, $n=0$, reads $0<F_j(\eta)<e^\eta$.

In a program that sums the series for $\eta<0$, the first omitted term bounds the truncation error, so the loop can stop once that term is below the tolerance. Rounding error is separate. For $\eta>0$ the bound eventually grows with $n$, and adding terms is no route to arbitrary accuracy.

```lean
/-- For `j > -1` and any `η`, the error of the `n`-term fugacity expansion of the Fermi integral
has the sign of the first omitted term and is strictly smaller in size. -/
theorem fugacity_error {j : ℝ} (hj : -1 < j) (η : ℝ) (n : ℕ) :
    0 < (-1 : ℝ) ^ n * (fermiIntegral j η - fugacitySum j η n) ∧
    (-1 : ℝ) ^ n * (fermiIntegral j η - fugacitySum j η n)
      < Real.exp (((n : ℝ) + 1) * η) / ((n : ℝ) + 1) ^ (j + 1) := by
  -- the error is exactly the signed remainder
  have key : fermiIntegral j η - fugacitySum j η n = (-1 : ℝ) ^ n * remainder j η n := by
    induction n with
    | zero => simp [fermiIntegral, fugacitySum, remainder, weightedOccupation]
    | succ n ih =>
      have hs : fugacitySum j η (n + 1) = fugacitySum j η n + (-1 : ℝ) ^ n *
          (Real.exp (((n : ℝ) + 1) * η) / ((n : ℝ) + 1) ^ (j + 1)) :=
        Finset.sum_range_succ _ _
      rw [hs, pow_succ]
      linear_combination ih + (-1 : ℝ) ^ n * remainder_add hj η n
  have hsign : (-1 : ℝ) ^ n * (-1 : ℝ) ^ n = 1 := by
    rw [← mul_pow, neg_one_mul, neg_neg, one_pow]
  rw [key, ← mul_assoc, hsign, one_mul]
  exact ⟨remainder_pos hj η n,
    by linarith [remainder_add hj η n, remainder_pos hj η (n + 1)]⟩
```

## (g) The first two terms

Write out the sum for $n=2$:

$$S_2=e^\eta-\frac{e^{2\eta}}{2^{j+1}} .$$

The term $k=0$ is $e^\eta/1^{j+1}=e^\eta$, and the term $k=1$ is $-e^{2\eta}/2^{j+1}$. Lean unfolds the finite sum and simplifies.

```lean
/-- The two-term fugacity expansion is the Boltzmann term minus the first correction. -/
theorem fugacitySum_two (j η : ℝ) :
    fugacitySum j η 2 = Real.exp η - Real.exp (2 * η) / 2 ^ (j + 1) := by
  simp only [fugacitySum, Finset.sum_range_succ, Finset.sum_range_zero, Nat.cast_zero,
    Nat.cast_one, zero_add, one_mul, Real.one_rpow, div_one, pow_zero, pow_one,
    one_add_one_eq_two]
  ring
```

## (h) Bounds for the carrier density

Show that, for every real $\eta$, the carrier integral of the three-dimensional band satisfies

$$e^\eta-\frac{e^{2\eta}}{2^{3/2}}<F(\eta)<e^\eta .$$

Since $\Gamma(\tfrac32)=\tfrac12\Gamma(\tfrac12)=\tfrac{\sqrt\pi}{2}$, the prefactor $2/\sqrt\pi$ is $1/\Gamma(\tfrac32)$, and so $F=F_{1/2}$. The lower inequality of part (f) with $n=1$ reads $0<-(F-e^\eta)$, the upper bound on $F$. With $n=2$ it reads $0<F-S_2$, and part (g) at $j=\tfrac12$ turns this into the lower bound. These are `h1` and `h2` in the Lean proof, while `hF` identifies the two integrals.

In the dilute limit $\eta\to-\infty$, dividing by $e^\eta$ squeezes $F(\eta)/e^\eta$ between $1-e^\eta/2^{3/2}$ and $1$, so the ratio tends to $1$. For $e^\eta\ge 2^{3/2}$, that is $\eta$ above about $1.04$, the lower bound is no longer positive and says nothing useful.

```lean
/-- For every `η`, the carrier integral lies strictly below the Boltzmann value `exp η`, by less
than `exp (2 η) / 2 ^ (3/2)`. -/
theorem carrierIntegral_bounds (η : ℝ) :
    Real.exp η - Real.exp (2 * η) / 2 ^ (3 / 2 : ℝ) < carrierIntegral η ∧
    carrierIntegral η < Real.exp η := by
  -- the carrier integral is the Fermi integral of order one half
  have hF : carrierIntegral η = fermiIntegral (1 / 2) η := by
    have hI : ∫ x in Ioi (0 : ℝ), Real.sqrt x / (1 + Real.exp (x - η))
        = ∫ x in Ioi (0 : ℝ), x ^ (1 / 2 : ℝ) / (1 + Real.exp (x - η)) := by
      simp only [Real.sqrt_eq_rpow]
    unfold carrierIntegral fermiIntegral
    rw [hI, Real.Gamma_add_one (by norm_num), Real.Gamma_one_half_eq]
    ring
  have h1 := (fugacity_error (j := 1 / 2) (by norm_num) η 1).1
  have h2 := (fugacity_error (j := 1 / 2) (by norm_num) η 2).1
  have hs : fugacitySum (1 / 2) η 1 = Real.exp η := by simp [fugacitySum]
  rw [hs, pow_one] at h1
  rw [fugacitySum_two, neg_one_sq, show (1 / 2 : ℝ) + 1 = 3 / 2 by norm_num] at h2
  rw [hF]
  constructor <;> linarith
```

## (i) A criterion for a prescribed accuracy

Let $e^\eta\le 2^{3/2}\varepsilon$, which forces $\varepsilon>0$. Show that Boltzmann statistics overestimates the carrier integral by less than the fraction $\varepsilon$ of the Boltzmann value:

$$e^\eta-F(\eta)<\varepsilon\,e^\eta .$$

Part (h) gives

$$e^\eta-F(\eta)<\frac{e^{2\eta}}{2^{3/2}}=e^\eta\,\frac{e^\eta}{2^{3/2}}\le\varepsilon\,e^\eta .$$

The Lean proof multiplies the hypothesis by $e^\eta$ to obtain `h2`, then adds the lower bound of part (h).

For one per cent, $\varepsilon=0.01$, the condition is met when $\eta\le-3.57$: the chemical potential lies at least $3.57\,k_BT$ below the band edge. A code can test this before choosing the Boltzmann formula. The condition is sufficient, and the fraction refers to the Boltzmann density; relative to the Fermi density, the error is below $\varepsilon/(1-\varepsilon)$ when $\varepsilon<1$.

```lean
/-- If `exp η ≤ 2 ^ (3/2) ε`, Boltzmann statistics overestimates the carrier integral by less
than the fraction `ε` of the Boltzmann value. -/
theorem boltzmann_accuracy {η ε : ℝ} (h : Real.exp η ≤ 2 ^ (3 / 2 : ℝ) * ε) :
    Real.exp η - carrierIntegral η < ε * Real.exp η := by
  have hA : (0 : ℝ) < 2 ^ (3 / 2 : ℝ) := by positivity
  have h2 : Real.exp (2 * η) / 2 ^ (3 / 2 : ℝ) ≤ ε * Real.exp η := by
    rw [div_le_iff₀ hA, two_mul, Real.exp_add]
    linarith [mul_le_mul_of_nonneg_left h (Real.exp_pos η).le]
  linarith [(carrierIntegral_bounds η).1]

end

end DegenerateCarrierStatistics
```

```lean
#print axioms DegenerateCarrierStatistics.boltzmann_accuracy
-- 'DegenerateCarrierStatistics.boltzmann_accuracy' depends on axioms: [propext, Classical.choice, Quot.sound]
```
